# McWeeny purification at fixed μ never raises the grand potential if occupations start in [0,1], each on its level's correct side of half filling

When a density matrix P starts as a polynomial in the Hamiltonian H and is purified at fixed chemical potential μ, one can monitor Tr[(H − μ)P] after each McWeeny update. A rise too large for rounding or truncation error points to a bad starting matrix or a faulty update. The problems below justify this check for non-interacting electrons with a fixed, finite H in an orthonormal basis; rounding and truncation themselves are not modelled.

## Levels, occupations and the update

The levels i form a type `ι`, finite wherever sums occur. Each level i is one spin orbital, with real energy e_i and occupation x_i.

```lean
import Mathlib

open Matrix Filter Topology

namespace GrandCanonicalPurification

noncomputable section

variable {ι : Type*}
```

The McWeeny polynomial is f(x) = 3x² − 2x³.

```lean
/-- The McWeeny polynomial `3x² - 2x³` acting on one occupation number. -/
def mcweeny (x : ℝ) : ℝ := 3 * x ^ 2 - 2 * x ^ 3
```

`step` applies f to every level. Write x(k) for `step^[k] x`, the occupations after k steps, with x(0) = x.

```lean
/-- One purification step: the McWeeny polynomial applied to every occupation. -/
def step (x : ι → ℝ) : ι → ℝ := fun i => mcweeny (x i)
```

Admissible occupations lie in [0,1], at least 1/2 below μ and at most 1/2 above it. A level at μ may have any occupation in [0,1].

```lean
/-- Occupations lie in `[0,1]`, with levels below `mu` at least half filled and levels
above `mu` at most half filled. -/
def Admissible (e : ι → ℝ) (mu : ℝ) (x : ι → ℝ) : Prop :=
  ∀ i, 0 ≤ x i ∧ x i ≤ 1 ∧ (e i - mu) * (x i - 1 / 2) ≤ 0
```

The zero-temperature grand potential is Ω(x) = Σ (e_i − μ)x_i. The electron number is not held fixed.

```lean
/-- The zero-temperature grand potential `∑ (e_i - mu) x_i`. -/
def grandPotential [Fintype ι] (e : ι → ℝ) (mu : ℝ) (x : ι → ℝ) : ℝ :=
  ∑ i, (e i - mu) * x i
```

## (a) The linear initial guess

Let λ ≥ 0 and λ|e_i − μ| ≤ 1 for all i, so that λ scales the spectrum into a safe window. For x_i = 1/2 + (λ/2)(μ − e_i), show

0 ≤ x_i ≤ 1 and (e_i − μ)(x_i − 1/2) ≤ 0.

**Solution.** Since −1 ≤ λ(μ − e_i) ≤ 1, halving and adding 1/2 gives the bounds. The product equals −(λ/2)(e_i − μ)² ≤ 0. In Lean, `h1` to `h3` supply the bounds and `h4` the square.

```lean
/-- The linear initial guess `1/2 + (lam/2)(mu - e_i)` is admissible when `lam ≥ 0` and
`lam |e_i - mu| ≤ 1` for every level. -/
theorem initial_guess_admissible (e : ι → ℝ) (mu lam : ℝ) (h0 : 0 ≤ lam)
    (h : ∀ i, lam * |e i - mu| ≤ 1) :
    Admissible e mu (fun i => 1 / 2 + lam / 2 * (mu - e i)) := by
  intro i
  have h1 := mul_le_mul_of_nonneg_left (le_abs_self (e i - mu)) h0
  have h2 := mul_le_mul_of_nonneg_left (neg_abs_le (e i - mu)) h0
  have h3 := h i
  have h4 := mul_nonneg h0 (sq_nonneg (e i - mu))
  refine ⟨?_, ?_, ?_⟩
  · nlinarith
  · nlinarith
  · nlinarith
```

## (b) Persistence under one step

For admissible x, show

0 ≤ f(x_i) ≤ 1 and (e_i − μ)(f(x_i) − 1/2) ≤ 0.

**Solution.** Factorise:

f(x) = x²(3 − 2x)
1 − f(x) = (1 − x)²(1 + 2x)
f(x) − 1/2 = (x − 1/2)(1 + 2x(1 − x))

On [0,1] the first two are nonnegative, and the last factor of the third is positive, so the side of 1/2 is kept. These are `a`, `b` and `c`.

```lean
/-- A McWeeny step preserves admissibility of the occupations. -/
theorem admissible_step {e x : ι → ℝ} {mu : ℝ} (h : Admissible e mu x) :
    Admissible e mu (step x) := by
  intro i
  obtain ⟨h0, h1, h2⟩ := h i
  have a : 0 ≤ x i ^ 2 * (3 - 2 * x i) := mul_nonneg (sq_nonneg _) (by linarith)
  have b : 0 ≤ (1 - x i) ^ 2 * (1 + 2 * x i) := mul_nonneg (sq_nonneg _) (by linarith)
  -- the distance from 1/2 is multiplied by a positive factor
  have q : 0 ≤ 1 + 2 * (x i * (1 - x i)) := by
    have := mul_nonneg h0 (sub_nonneg.2 h1)
    linarith
  have c := mul_nonneg (neg_nonneg.2 h2) q
  simp only [step, mcweeny]
  refine ⟨?_, ?_, ?_⟩
  · linarith
  · linarith
  · linarith
```

## (c) One level's contribution

For admissible x, show

(e_i − μ)f(x_i) ≤ (e_i − μ)x_i.

**Solution.** Multiply

f(x) − x = 2x(1 − x)(x − 1/2)

by e_i − μ. Admissibility makes (e_i − μ)(x_i − 1/2) ≤ 0, and x_i(1 − x_i) ≥ 0.

```lean
/-- For admissible occupations, no level's contribution to the grand potential rises in a
McWeeny step. -/
theorem level_step_le {e x : ι → ℝ} {mu : ℝ} (h : Admissible e mu x) (i : ι) :
    (e i - mu) * step x i ≤ (e i - mu) * x i := by
  obtain ⟨h0, h1, h2⟩ := h i
  -- f(x) - x = 2 x (1 - x) (x - 1/2)
  have c := mul_nonneg (neg_nonneg.2 h2) (mul_nonneg h0 (sub_nonneg.2 h1))
  simp only [step, mcweeny]
  linarith
```

## (d) The whole iteration

For admissible x, show that every x(k) is admissible and

Ω(x(k+1)) ≤ Ω(x(k)).

**Solution.** Induction with (b) gives admissibility; summing (c) over the levels gives the inequality. `Antitone` states it for any earlier and later step, and `antitone_nat_of_succ_le` reduces that to neighbours.

```lean
/-- Starting from admissible occupations, every McWeeny iterate is admissible and the grand
potential is nonincreasing along the iterates. -/
theorem purification_monotone [Fintype ι] {e x : ι → ℝ} {mu : ℝ}
    (h : Admissible e mu x) :
    (∀ k, Admissible e mu (step^[k] x)) ∧
      Antitone (fun k => grandPotential e mu (step^[k] x)) := by
  have hk : ∀ k, Admissible e mu (step^[k] x) := by
    intro k
    induction k with
    | zero => exact h
    | succ k ih =>
      rw [Function.iterate_succ_apply']
      exact admissible_step ih
  refine ⟨hk, antitone_nat_of_succ_le fun k => ?_⟩
  rw [Function.iterate_succ_apply']
  exact Finset.sum_le_sum fun i _ => level_step_le (hk k) i
```

## (e) Steps that leave Ω unchanged

For admissible x, show

Ω(x(1)) = Ω(x) ⇔ for every i, e_i = μ or x_i ∈ {0, 1/2, 1}.

**Solution.** No term rises, so the sums agree only if every term does:

2(e_i − μ)x_i(1 − x_i)(x_i − 1/2) = 0.

Setting each factor to zero gives the list. A stationary Ω therefore does not by itself show that P is idempotent.

```lean
/-- For admissible occupations, a step leaves the grand potential unchanged exactly when each
level lies at `mu` or has occupation `0`, `1/2` or `1`. -/
theorem stationary_iff [Fintype ι] {e x : ι → ℝ} {mu : ℝ} (h : Admissible e mu x) :
    grandPotential e mu (step x) = grandPotential e mu x ↔
      ∀ i, e i = mu ∨ x i = 0 ∨ x i = 1 / 2 ∨ x i = 1 := by
  unfold grandPotential
  rw [Finset.sum_eq_sum_iff_of_le fun i _ => level_step_le h i]
  constructor
  · intro H i
    have hi := H i (Finset.mem_univ i)
    simp only [step, mcweeny] at hi
    have hz : (e i - mu) * (x i * ((x i - 1 / 2) * (1 - x i))) = 0 := by
      linear_combination hi / 2
    rcases mul_eq_zero.1 hz with h1 | h1
    · exact Or.inl (sub_eq_zero.1 h1)
    rcases mul_eq_zero.1 h1 with h2 | h2
    · exact Or.inr (Or.inl h2)
    rcases mul_eq_zero.1 h2 with h3 | h3
    · exact Or.inr (Or.inr (Or.inl (sub_eq_zero.1 h3)))
    · exact Or.inr (Or.inr (Or.inr (sub_eq_zero.1 h3).symm))
  · intro H i _
    rcases H i with h1 | h1 | h1 | h1 <;> simp only [step, mcweeny, h1] <;> ring
```

## (f) Emptying a level

For 0 ≤ x < 1/2, show that the k-fold iterate satisfies

fᵏ(x) → 0 as k → ∞.

**Solution.** Let r = x(3 − 2x). Then r ≥ 0, and 1 − r = (1 − x)(1 − 2x) > 0. If 0 ≤ y ≤ x, then

r − y(3 − 2y) = (x − y)(3 − 2(x + y)) ≥ 0,

so 0 ≤ f(y) ≤ ry ≤ x. Induction (`hb`) gives 0 ≤ fᵏ(x) ≤ rᵏx, which squeezes the iterates to zero.

```lean
/-- An occupation in `[0,1/2)` is driven to zero by McWeeny iteration. -/
theorem tendsto_empty {x : ℝ} (h0 : 0 ≤ x) (h1 : x < 1 / 2) :
    Tendsto (fun k => mcweeny^[k] x) atTop (𝓝 0) := by
  obtain ⟨r, hr⟩ : ∃ r, r = x * (3 - 2 * x) := ⟨_, rfl⟩
  have hr0 : 0 ≤ r := by rw [hr]; exact mul_nonneg h0 (by linarith)
  have hr1 : r < 1 := by nlinarith
  -- geometric bound with the contraction factor of the first step
  have hb : ∀ k, 0 ≤ mcweeny^[k] x ∧ mcweeny^[k] x ≤ r ^ k * x ∧ mcweeny^[k] x ≤ x := by
    intro k
    induction k with
    | zero => simp [h0]
    | succ k ih =>
      rw [Function.iterate_succ_apply']
      generalize mcweeny^[k] x = y at ih ⊢
      obtain ⟨a, b, c⟩ := ih
      have hy : y * (3 - 2 * y) ≤ r := by
        have := mul_nonneg (sub_nonneg.2 c) (show 0 ≤ 3 - 2 * (x + y) by linarith)
        linarith
      have hf : mcweeny y = y * (y * (3 - 2 * y)) := by unfold mcweeny; ring
      have h2 : mcweeny y ≤ y * r := hf ▸ mul_le_mul_of_nonneg_left hy a
      have h3 := mul_le_mul_of_nonneg_right b hr0
      have h4 := mul_le_mul_of_nonneg_left hr1.le a
      refine ⟨?_, ?_, by linarith⟩
      · rw [hf]
        exact mul_nonneg a (mul_nonneg a (by linarith))
      · rw [pow_succ]
        linarith
  have ht := (tendsto_pow_atTop_nhds_zero_of_lt_one hr0 hr1).mul_const x
  rw [zero_mul] at ht
  exact squeeze_zero (fun k => (hb k).1) (fun k => (hb k).2.1) ht
```

## (g) The limit of Ω

Let x be admissible, with x_i ≠ 1/2 whenever e_i ≠ μ. This excludes levels away from μ that are stuck at the fixed point 1/2; the guess in (a) satisfies it when λ > 0. Show

Ω(x(k)) → Σ min(e_i − μ, 0) ≤ Ω(y) for all y with 0 ≤ y_i ≤ 1.

**Solution.** Levels above μ empty by (f). Below μ, f(1 − x) = 1 − f(x) (`hsym`) turns filling into the emptying of holes, so x_i(k) → 1. Levels at μ contribute zero. The bound follows termwise from (e_i − μ)y_i ≥ min(e_i − μ, 0).

```lean
/-- If the start is admissible and no level away from `mu` is exactly half filled, the grand
potential converges to `∑ min (e_i - mu) 0`, a lower bound over all occupations in `[0,1]`. -/
theorem tendsto_ground [Fintype ι] {e x : ι → ℝ} {mu : ℝ} (h : Admissible e mu x)
    (hx : ∀ i, e i ≠ mu → x i ≠ 1 / 2) :
    Tendsto (fun k => grandPotential e mu (step^[k] x)) atTop
        (𝓝 (∑ i, min (e i - mu) 0)) ∧
      ∀ y : ι → ℝ, (∀ i, 0 ≤ y i ∧ y i ≤ 1) →
        ∑ i, min (e i - mu) 0 ≤ grandPotential e mu y := by
  have hs : ∀ k i, step^[k] x i = mcweeny^[k] (x i) := by
    intro k i
    induction k with
    | zero => rfl
    | succ k ih => rw [Function.iterate_succ_apply', Function.iterate_succ_apply', ← ih]; rfl
  constructor
  · unfold grandPotential
    refine tendsto_finsetSum _ fun i _ => ?_
    simp only [hs]
    obtain ⟨h0, h1, h2⟩ := h i
    rcases lt_trichotomy (e i) mu with he | he | he
    · have hgt : 1 / 2 < x i := lt_of_le_of_ne (by nlinarith) (hx i he.ne).symm
      -- particle-hole symmetry turns filling into emptying
      have hsym : ∀ k, mcweeny^[k] (x i) = 1 - mcweeny^[k] (1 - x i) := by
        intro k
        induction k with
        | zero => simp
        | succ k ih =>
          rw [Function.iterate_succ_apply', Function.iterate_succ_apply', ih]
          unfold mcweeny
          ring
      have ht := ((tendsto_empty (sub_nonneg.2 h1) (by linarith)).const_sub 1).const_mul
        (e i - mu)
      rw [min_eq_left (by linarith)]
      simpa only [hsym, sub_zero, mul_one] using ht
    · simp [he]
    · have hlt : x i < 1 / 2 := lt_of_le_of_ne (by nlinarith) (hx i he.ne')
      have ht := (tendsto_empty h0 hlt).const_mul (e i - mu)
      rw [min_eq_right (by linarith)]
      simpa only [mul_zero] using ht
  · intro y hy
    refine Finset.sum_le_sum fun i _ => ?_
    obtain ⟨h0, h1⟩ := hy i
    rcases le_total (e i - mu) 0 with he | he
    · rw [min_eq_left he]; nlinarith
    · rw [min_eq_right he]; exact mul_nonneg he h0
```

## (h) Products in a common eigenbasis

The columns of a unitary U are eigenvectors shared by H and P, as when P starts as a polynomial in H. `fromLevels` builds such matrices, and `purify` is the matrix update.

```lean
variable [Fintype ι] [DecidableEq ι]

/-- The matrix `U diag(x) Uᴴ` with real level values `x`. -/
def fromLevels (U : Matrix ι ι ℂ) (x : ι → ℝ) : Matrix ι ι ℂ :=
  U * diagonal (fun i => (x i : ℂ)) * Uᴴ

/-- The McWeeny update `3P² - 2P³` of a density matrix. -/
def purify (P : Matrix ι ι ℂ) : Matrix ι ι ℂ := (3 : ℂ) • (P * P) - (2 : ℂ) • (P * P * P)
```

Show

(U diag(x) U†)(U diag(y) U†) = U diag(x_i y_i) U†.

**Solution.** The inner U†U is 1, and diagonal matrices multiply entrywise.

```lean
/-- Matrices with a common unitary eigenbasis multiply level by level. -/
theorem fromLevels_mul {U : Matrix ι ι ℂ} (hU : Uᴴ * U = 1) (x y : ι → ℝ) :
    fromLevels U x * fromLevels U y = fromLevels U (fun i => x i * y i) := by
  unfold fromLevels
  calc _ = U * diagonal (fun i => (x i : ℂ)) * (Uᴴ * U) *
        diagonal (fun i => (y i : ℂ)) * Uᴴ := by simp only [Matrix.mul_assoc]
    _ = _ := by
      rw [hU, Matrix.mul_one, Matrix.mul_assoc U, diagonal_mul_diagonal]
      simp only [Complex.ofReal_mul]
```

## (i) The matrix iteration

Let H = U diag(e) U†, P_0 = U diag(x) U† with x admissible, and P_(k+1) = 3P_k² − 2P_k³. Show

Tr[(H − μ)P_(k+1)] ≤ Tr[(H − μ)P_k].

**Solution.** By (h), P_k = U diag(x(k)) U† (`hp`, `hk`). Cyclicity of the trace gives Tr[(H − μ)P_k] = Ω(x(k)) (`ht`, `hg`), and (d) finishes. Lean's `.re` turns the complex-typed trace into a real number; its imaginary part is zero by `hg`.

```lean
/-- If `H` and `P` share a unitary eigenbasis and their levels are admissible, then the real part of
`Tr[(H - mu) P]` is nonincreasing under the matrix iteration `P ↦ 3P² - 2P³`. -/
theorem matrix_purification_antitone {U : Matrix ι ι ℂ} (hU : Uᴴ * U = 1)
    {e x : ι → ℝ} {mu : ℝ} (h : Admissible e mu x) :
    Antitone (fun k => (trace ((fromLevels U e - (mu : ℂ) • (1 : Matrix ι ι ℂ)) *
      purify^[k] (fromLevels U x))).re) := by
  -- the matrix update acts on the levels
  have hp : ∀ y : ι → ℝ, purify (fromLevels U y) = fromLevels U (step y) := by
    intro y
    unfold purify
    rw [fromLevels_mul hU, fromLevels_mul hU]
    unfold fromLevels
    have hC : diagonal (fun i => (step y i : ℂ)) =
        (3 : ℂ) • diagonal (fun i => ((y i * y i : ℝ) : ℂ)) -
        (2 : ℂ) • diagonal (fun i => ((y i * y i * y i : ℝ) : ℂ)) := by
      ext i j
      by_cases hij : i = j
      · subst hij
        simp only [Matrix.sub_apply, Matrix.smul_apply, diagonal_apply_eq, smul_eq_mul,
          step, mcweeny]
        push_cast
        ring
      · simp [hij]
    rw [hC, Matrix.mul_sub, Matrix.sub_mul, Matrix.mul_smul, Matrix.mul_smul,
      Matrix.smul_mul, Matrix.smul_mul]
  have hk : ∀ k, purify^[k] (fromLevels U x) = fromLevels U (step^[k] x) := by
    intro k
    induction k with
    | zero => rfl
    | succ k ih => rw [Function.iterate_succ_apply', Function.iterate_succ_apply', ih, hp]
  -- the trace is the sum over levels
  have ht : ∀ y : ι → ℝ, trace (fromLevels U y) = ∑ i, (y i : ℂ) := by
    intro y
    unfold fromLevels
    rw [Matrix.trace_mul_comm, ← Matrix.mul_assoc, hU, Matrix.one_mul, trace_diagonal]
  have hg : ∀ y : ι → ℝ, trace ((fromLevels U e - (mu : ℂ) • (1 : Matrix ι ι ℂ)) *
      fromLevels U y) = (grandPotential e mu y : ℂ) := by
    intro y
    rw [Matrix.sub_mul, Matrix.smul_mul, Matrix.one_mul, fromLevels_mul hU, trace_sub,
      trace_smul, ht, ht, smul_eq_mul, Finset.mul_sum, ← Finset.sum_sub_distrib]
    unfold grandPotential
    push_cast
    exact Finset.sum_congr rfl fun i _ => by ring
  simp only [hk, hg, Complex.ofReal_re]
  exact (purification_monotone h).2

end

end GrandCanonicalPurification
```

```lean
#print axioms GrandCanonicalPurification.purification_monotone
-- 'GrandCanonicalPurification.purification_monotone' depends on axioms: [propext, Classical.choice, Quot.sound]
#print axioms GrandCanonicalPurification.stationary_iff
-- 'GrandCanonicalPurification.stationary_iff' depends on axioms: [propext, Classical.choice, Quot.sound]
#print axioms GrandCanonicalPurification.tendsto_ground
-- 'GrandCanonicalPurification.tendsto_ground' depends on axioms: [propext, Classical.choice, Quot.sound]
#print axioms GrandCanonicalPurification.matrix_purification_antitone
-- 'GrandCanonicalPurification.matrix_purification_antitone' depends on axioms: [propext, Classical.choice, Quot.sound]
```
